# The largest fidelity of a separable state with a bipartite vector is the top eigenvalue of $CC^*$

**Question.** A source is meant to emit two particles in an entangled pure state $\psi\in\mathbb C^m\otimes\mathbb C^n$, but it really emits some mixed state $\rho$, and I can estimate the fidelity $\langle\psi,\rho\psi\rangle$. Above what value must $\rho$ be entangled? I believe that the threshold is the largest eigenvalue of $CC^*$, where $C_{ij}=\psi_{ij}$ is the coefficient matrix. Can this be made rigorous and checked in Lean 4, including that separable states reach the threshold?

**Answer.** Yes. Write $\Lambda$ for the largest eigenvalue of $CC^*$, and take inner products conjugate-linear in the first slot.

## From one product vector to all mixtures

For unit vectors $a$ and $b$, put $w=C^*a$, so $w_j=\sum_i\overline{\psi_{ij}}\,a_i$. Then

$$\langle\psi,a\otimes b\rangle=\sum_{i,j}\overline{\psi_{ij}}\,a_ib_j=\sum_j w_jb_j .$$

Cauchy–Schwarz gives $|\langle\psi,a\otimes b\rangle|^2\le\|w\|^2=\langle a,CC^*a\rangle$. In an orthonormal eigenbasis $u_i$ of $CC^*$ with eigenvalues $\lambda_i$,

$$\langle a,CC^*a\rangle=\sum_i\lambda_i|\langle u_i,a\rangle|^2\le\Lambda .$$

A separable state is $\rho=\sum_kp_k|a_k\otimes b_k\rangle\langle a_k\otimes b_k|$ with unit vectors $a_k$ and $b_k$, weights $p_k\ge0$ and $\sum_kp_k=1$, hence

$$\langle\psi,\rho\psi\rangle=\sum_kp_k|\langle\psi,a_k\otimes b_k\rangle|^2\le\Lambda .$$

To reach the bound, let $a$ be a unit eigenvector for $\Lambda$, so that $\|w\|^2=\Lambda$. If $\Lambda>0$, the unit vector $b_j=\overline{w_j}/\sqrt\Lambda$ gives overlap $\|w\|^2/\sqrt\Lambda=\sqrt\Lambda$, whose square is $\Lambda$. If $\Lambda=0$, the bound forces every product overlap to vanish, so any unit $b$ works.

Since $\operatorname{Tr}\rho=1$, the operator $W=\alpha 1-|\psi\rangle\langle\psi|$ has expectation $\alpha-\langle\psi,\rho\psi\rangle$. It is nonnegative on all separable states exactly when $\alpha\ge\Lambda$.

## Two qubits, and a one-dimensional factor

Take $\psi=(|00\rangle+|01\rangle+|10\rangle)/\sqrt3$. Then

$$CC^*=\frac13\begin{pmatrix}2&1\\1&1\end{pmatrix},\qquad \Lambda=\frac{3+\sqrt5}{6}\approx0.873 .$$

A fidelity above this value certifies entanglement.

If $m=1$, then $CC^*$ is the number $\|\psi\|^2$. A unit $\psi$ has $\Lambda=1$, and no fidelity can exceed the threshold, as it should be when every vector is a product.

## What the Lean statements say

The finite types `m` and `n` label the two bases, and a vector is a function on `m × n`. `star ψ ⬝ᵥ φ` is $\langle\psi,\varphi\rangle$, `pureState φ` is $|\varphi\rangle\langle\varphi|$, and `IsSeparable` is the finite mixture above. `fidelity` takes the real part of $\langle\psi,\rho\psi\rangle$, which loses nothing for separable $\rho$. `topWeight ψ` is $\Lambda$, defined as the maximum of Mathlib's eigenvalue list; `topWeight_isGreatest_eigenvalue` confirms that it is the greatest real number with a nonzero eigenvector.

In `max_separable_fidelity`, `IsGreatest` says that $\Lambda$ is both attained and an upper bound. Both factors must be nonempty, but $\psi$ need not be normalised. Only `entangled_of_topWeight_lt_one` assumes that $\psi$ is a unit vector: if $\Lambda<1$, its projector is not separable.

For a fixed $\psi$, $\alpha=\Lambda$ is the smallest offset that keeps $W$ nonnegative on all separable states; $W$ is not compared with entanglement witnesses of other shapes. For finite-dimensional bipartite systems, a fidelity above $\Lambda$ proves entanglement, so an estimate must exceed $\Lambda$ by more than its error. A fidelity below $\Lambda$ does not by itself show whether $\rho$ is entangled.

```lean
import Mathlib

open Matrix

namespace OptimalProjectorWitness

noncomputable section

variable {ι m n : Type*} [Fintype ι] [Fintype m] [Fintype n] [DecidableEq m]

/-- The product vector `a ⊗ b`. -/
def productVector (a : m → ℂ) (b : n → ℂ) : m × n → ℂ := fun q => a q.1 * b q.2

/-- The operator `|φ⟩⟨φ|`. -/
def pureState (φ : ι → ℂ) : Matrix ι ι ℂ := vecMulVec φ (star φ)

/-- A separable state: a finite convex combination of projectors onto products of unit vectors. -/
def IsSeparable (ρ : Matrix (m × n) (m × n) ℂ) : Prop :=
  ∃ (N : ℕ) (p : Fin N → ℝ) (a : Fin N → m → ℂ) (b : Fin N → n → ℂ),
    (∀ k, 0 ≤ p k) ∧ ∑ k, p k = 1 ∧ (∀ k, star (a k) ⬝ᵥ a k = 1) ∧
    (∀ k, star (b k) ⬝ᵥ b k = 1) ∧
    ρ = ∑ k, (p k : ℂ) • pureState (productVector (a k) (b k))

/-- The real part of the expectation value `⟨ψ, ρ ψ⟩`. -/
def fidelity (ψ : ι → ℂ) (ρ : Matrix ι ι ℂ) : ℝ := (star ψ ⬝ᵥ ρ *ᵥ ψ).re

/-- The coefficient matrix `C` of a bipartite vector. -/
def coeff (ψ : m × n → ℂ) : Matrix m n ℂ := Matrix.of fun i j => ψ (i, j)

omit [Fintype m] [DecidableEq m] in
/-- The matrix `C C*` is Hermitian. -/
theorem gram_hermitian (ψ : m × n → ℂ) : (coeff ψ * (coeff ψ)ᴴ).IsHermitian := by
  rw [Matrix.IsHermitian, conjTranspose_mul, conjTranspose_conjTranspose]

/-- The top Schmidt weight: the maximum of the eigenvalues of `C C*`. -/
def topWeight [Nonempty m] (ψ : m × n → ℂ) : ℝ :=
  Finset.univ.sup' Finset.univ_nonempty (gram_hermitian ψ).eigenvalues

private lemma nsq (a : ι → ℂ) : star a ⬝ᵥ a = ((∑ i, ‖a i‖ ^ 2 : ℝ) : ℂ) := by
  rw [dotProduct]
  push_cast
  exact Finset.sum_congr rfl fun i _ => Complex.conj_mul' (a i)

omit [DecidableEq m] in
private lemma inner_eq (x y : EuclideanSpace ℂ m) :
    inner ℂ x y = star x.ofLp ⬝ᵥ y.ofLp := by
  rw [EuclideanSpace.inner_eq_star_dotProduct, dotProduct_comm]

/-- If all eigenvalues of a Hermitian matrix are at most `L`, then `⟨a, A a⟩ ≤ L ⟨a, a⟩`. -/
theorem rayleigh_le {A : Matrix m m ℂ} (hA : A.IsHermitian) {L : ℝ}
    (hL : ∀ i, hA.eigenvalues i ≤ L) (a : m → ℂ) :
    (star a ⬝ᵥ A *ᵥ a).re ≤ L * (star a ⬝ᵥ a).re := by
  have hs : ∀ v w : m → ℂ, star (star v ⬝ᵥ w) = star w ⬝ᵥ v := by
    intro v w
    simp [dotProduct, mul_comm]
  -- expand in the eigenbasis
  have par : ∀ y : m → ℂ, star a ⬝ᵥ y = ∑ i,
      star (star (hA.eigenvectorBasis i).ofLp ⬝ᵥ a) *
        (star (hA.eigenvectorBasis i).ofLp ⬝ᵥ y) := by
    intro y
    have h := hA.eigenvectorBasis.sum_inner_mul_inner (WithLp.toLp 2 a) (WithLp.toLp 2 y)
    simp only [inner_eq] at h
    refine h.symm.trans (Finset.sum_congr rfl fun i _ => ?_)
    rw [hs]
  have eig : ∀ i, star (hA.eigenvectorBasis i).ofLp ⬝ᵥ A *ᵥ a =
      (hA.eigenvalues i : ℂ) * (star (hA.eigenvectorBasis i).ofLp ⬝ᵥ a) := by
    intro i
    have h : star (hA.eigenvectorBasis i).ofLp ᵥ* A =
        star (A *ᵥ (hA.eigenvectorBasis i).ofLp) := by rw [Matrix.star_mulVec, hA.eq]
    rw [Matrix.dotProduct_mulVec, h, hA.mulVec_eigenvectorBasis, star_smul, star_trivial,
      smul_dotProduct, Complex.real_smul]
  rw [par (A *ᵥ a), par a, Complex.re_sum, Complex.re_sum, Finset.mul_sum]
  refine Finset.sum_le_sum fun i _ => ?_
  rw [eig i]
  generalize star (hA.eigenvectorBasis i).ofLp ⬝ᵥ a = c
  have h1 : (star c * ((hA.eigenvalues i : ℂ) * c)).re =
      hA.eigenvalues i * (c.re ^ 2 + c.im ^ 2) := by
    simp [Complex.mul_re, Complex.mul_im]
    ring
  have h2 : (star c * c).re = c.re ^ 2 + c.im ^ 2 := by
    simp [Complex.mul_re]
    ring
  rw [h1, h2]
  exact mul_le_mul_of_nonneg_right (hL i) (by positivity)

private lemma gram_le [Nonempty m] (ψ : m × n → ℂ) (a : m → ℂ) :
    (star a ⬝ᵥ (coeff ψ * (coeff ψ)ᴴ) *ᵥ a).re ≤ topWeight ψ * (star a ⬝ᵥ a).re :=
  rayleigh_le (gram_hermitian ψ) (fun i => Finset.le_sup' _ (Finset.mem_univ i)) a

private lemma exists_top [Nonempty m] (ψ : m × n → ℂ) : ∃ a : m → ℂ, star a ⬝ᵥ a = 1 ∧
    (coeff ψ * (coeff ψ)ᴴ) *ᵥ a = (topWeight ψ : ℂ) • a := by
  obtain ⟨i, -, hi⟩ := Finset.exists_mem_eq_sup' Finset.univ_nonempty
    (gram_hermitian ψ).eigenvalues
  refine ⟨((gram_hermitian ψ).eigenvectorBasis i).ofLp, ?_, ?_⟩
  · rw [← inner_eq, inner_self_eq_norm_sq_to_K,
      (gram_hermitian ψ).eigenvectorBasis.orthonormal.1 i]
    simp
  · rw [(gram_hermitian ψ).mulVec_eigenvectorBasis, topWeight, hi]
    ext j
    simp

/-- The top Schmidt weight is the greatest real eigenvalue of `C C*`. -/
theorem topWeight_isGreatest_eigenvalue [Nonempty m] (ψ : m × n → ℂ) :
    IsGreatest {μ : ℝ | ∃ v : m → ℂ, v ≠ 0 ∧
      (coeff ψ * (coeff ψ)ᴴ) *ᵥ v = (μ : ℂ) • v} (topWeight ψ) := by
  constructor
  · obtain ⟨a, ha, h⟩ := exists_top ψ
    exact ⟨a, fun h0 => by simp [h0] at ha, h⟩
  · rintro μ ⟨v, hv, h⟩
    have hb := gram_le ψ v
    rw [h, dotProduct_smul, smul_eq_mul, Complex.re_ofReal_mul] at hb
    obtain ⟨i, hi⟩ := Function.ne_iff.1 hv
    have hp : 0 < (star v ⬝ᵥ v).re := by
      rw [nsq, Complex.ofReal_re]
      exact Finset.sum_pos' (fun _ _ => by positivity)
        ⟨i, Finset.mem_univ i, pow_pos (norm_pos_iff.2 hi) 2⟩
    exact le_of_mul_le_mul_right hb hp

private lemma trace_pure_mul (ψ : ι → ℂ) (ρ : Matrix ι ι ℂ) :
    (pureState ψ * ρ).trace = star ψ ⬝ᵥ ρ *ᵥ ψ := by
  simp only [pureState, Matrix.trace, Matrix.diag_apply, Matrix.mul_apply, vecMulVec_apply,
    dotProduct, mulVec, Finset.mul_sum]
  rw [Finset.sum_comm]
  exact Finset.sum_congr rfl fun i _ => Finset.sum_congr rfl fun j _ => by ring

private lemma fidelity_pure (ψ φ : ι → ℂ) :
    fidelity ψ (pureState φ) = ‖star ψ ⬝ᵥ φ‖ ^ 2 := by
  have h : star ψ ⬝ᵥ pureState φ *ᵥ ψ = (star ψ ⬝ᵥ φ) * star (star ψ ⬝ᵥ φ) := by
    simp only [dotProduct, mulVec, pureState, vecMulVec_apply]
    rw [star_sum, Finset.sum_mul_sum]
    refine Finset.sum_congr rfl fun i _ => ?_
    rw [Finset.mul_sum]
    refine Finset.sum_congr rfl fun j _ => ?_
    simp only [Pi.star_apply, star_mul', star_star]
    ring
  rw [fidelity, h, ← starRingEnd_apply (star ψ ⬝ᵥ φ), Complex.mul_conj, Complex.ofReal_re,
    Complex.normSq_eq_norm_sq]

omit [DecidableEq m] in
/-- The overlap of `ψ` with `a ⊗ b` is the bilinear pairing of `C* a` with `b`. -/
theorem overlap_product (ψ : m × n → ℂ) (a : m → ℂ) (b : n → ℂ) :
    star ψ ⬝ᵥ productVector a b = ((coeff ψ)ᴴ *ᵥ a) ⬝ᵥ b := by
  simp only [dotProduct, Fintype.sum_prod_type, mulVec, conjTranspose_apply, coeff,
    Matrix.of_apply, productVector, Finset.sum_mul, Pi.star_apply]
  rw [Finset.sum_comm]
  exact Finset.sum_congr rfl fun i _ => Finset.sum_congr rfl fun j _ => by ring

private lemma cauchy (w b : n → ℂ) :
    ‖w ⬝ᵥ b‖ ^ 2 ≤ (star w ⬝ᵥ w).re * (star b ⬝ᵥ b).re := by
  have h : ‖w ⬝ᵥ b‖ ≤ ∑ j, ‖w j‖ * ‖b j‖ :=
    (norm_sum_le _ _).trans_eq (by simp only [norm_mul])
  rw [nsq w, nsq b, Complex.ofReal_re, Complex.ofReal_re]
  exact (pow_le_pow_left₀ (norm_nonneg _) h 2).trans (Finset.sum_mul_sq_le_sq_mul_sq _ _ _)

omit [DecidableEq m] in
private lemma norm_image (ψ : m × n → ℂ) (a : m → ℂ) :
    star ((coeff ψ)ᴴ *ᵥ a) ⬝ᵥ ((coeff ψ)ᴴ *ᵥ a) =
      star a ⬝ᵥ (coeff ψ * (coeff ψ)ᴴ) *ᵥ a := by
  rw [Matrix.star_mulVec, conjTranspose_conjTranspose, ← Matrix.dotProduct_mulVec,
    Matrix.mulVec_mulVec]

/-- For unit vectors `a` and `b`, `|⟨ψ, a ⊗ b⟩|²` is at most the top Schmidt weight of `ψ`. -/
theorem product_overlap_le [Nonempty m] (ψ : m × n → ℂ) {a : m → ℂ} {b : n → ℂ}
    (ha : star a ⬝ᵥ a = 1) (hb : star b ⬝ᵥ b = 1) :
    ‖star ψ ⬝ᵥ productVector a b‖ ^ 2 ≤ topWeight ψ := by
  have h1 := cauchy ((coeff ψ)ᴴ *ᵥ a) b
  have h2 := gram_le ψ a
  rw [norm_image, hb, Complex.one_re, mul_one] at h1
  rw [ha, Complex.one_re, mul_one] at h2
  rw [overlap_product]
  exact h1.trans h2

private lemma exists_optimal [Nonempty m] [Nonempty n] (ψ : m × n → ℂ) :
    ∃ (a : m → ℂ) (b : n → ℂ), star a ⬝ᵥ a = 1 ∧ star b ⬝ᵥ b = 1 ∧
      ‖star ψ ⬝ᵥ productVector a b‖ ^ 2 = topWeight ψ := by
  classical
  obtain ⟨a, ha, h⟩ := exists_top ψ
  have hw := norm_image ψ a
  rw [h, dotProduct_smul, ha, smul_eq_mul, mul_one] at hw
  have h0 : 0 ≤ topWeight ψ := by
    rw [nsq] at hw
    rw [← Complex.ofReal_injective hw]
    positivity
  rcases h0.eq_or_lt with hz | hp
  · -- zero weight: every product vector is optimal
    obtain ⟨j⟩ := ‹Nonempty n›
    have hb : star (Pi.single j 1 : n → ℂ) ⬝ᵥ Pi.single j 1 = 1 := by simp
    refine ⟨a, Pi.single j 1, ha, hb, le_antisymm (product_overlap_le ψ ha hb) ?_⟩
    rw [← hz]
    positivity
  · -- otherwise align `b` with the conjugate of `C* a`
    set w := (coeff ψ)ᴴ *ᵥ a with hwdef
    set r := Real.sqrt (topWeight ψ) with hr
    have hr0 : (r : ℂ) ≠ 0 := Complex.ofReal_ne_zero.2 (Real.sqrt_pos.2 hp).ne'
    have hrr : (topWeight ψ : ℂ) = r * r := by
      rw [← Complex.ofReal_mul, Real.mul_self_sqrt h0]
    refine ⟨a, fun j => (r : ℂ)⁻¹ * star (w j), ha, ?_, ?_⟩
    · have e : star (fun j => (r : ℂ)⁻¹ * star (w j)) ⬝ᵥ (fun j => (r : ℂ)⁻¹ * star (w j))
          = (r : ℂ)⁻¹ * (r : ℂ)⁻¹ * (star w ⬝ᵥ w) := by
        have hc : star (r : ℂ) = r := Complex.conj_ofReal r
        simp only [dotProduct, Finset.mul_sum, Pi.star_apply, star_mul', star_star, star_inv₀, hc]
        exact Finset.sum_congr rfl fun j _ => by ring
      rw [e, hw, hrr]
      field_simp
    · have e : w ⬝ᵥ (fun j => (r : ℂ)⁻¹ * star (w j)) = (r : ℂ)⁻¹ * (star w ⬝ᵥ w) := by
        simp only [dotProduct, Finset.mul_sum, Pi.star_apply]
        exact Finset.sum_congr rfl fun j _ => by ring
      rw [overlap_product, ← hwdef, e, hw, hrr, inv_mul_cancel_left₀ hr0, Complex.norm_real,
        Real.norm_eq_abs, sq_abs, Real.sq_sqrt h0]

/-- The maximum of `⟨ψ, ρ ψ⟩` over all separable states `ρ` is the largest eigenvalue of
`C C*`, where `C` is the coefficient matrix of `ψ`. -/
theorem max_separable_fidelity [Nonempty m] [Nonempty n] (ψ : m × n → ℂ) :
    IsGreatest {x : ℝ | ∃ ρ, IsSeparable ρ ∧ x = fidelity ψ ρ} (topWeight ψ) := by
  constructor
  · obtain ⟨a, b, ha, hb, h⟩ := exists_optimal ψ
    refine ⟨pureState (productVector a b), ⟨1, fun _ => 1, fun _ => a, fun _ => b,
      fun _ => zero_le_one, by simp, fun _ => ha, fun _ => hb, by simp⟩, ?_⟩
    rw [fidelity_pure, h]
  · rintro x ⟨ρ, ⟨N, p, a, b, hp, hp1, ha, hb, rfl⟩, rfl⟩
    -- the expectation value is linear in the state
    have e : fidelity ψ (∑ k, (p k : ℂ) • pureState (productVector (a k) (b k))) =
        ∑ k, p k * fidelity ψ (pureState (productVector (a k) (b k))) := by
      simp only [fidelity, ← trace_pure_mul, Finset.mul_sum, Matrix.mul_smul, Matrix.trace_sum,
        Matrix.trace_smul, Complex.re_sum, smul_eq_mul, Complex.re_ofReal_mul]
    rw [e]
    calc _ ≤ ∑ k, p k * topWeight ψ := Finset.sum_le_sum fun k _ =>
          mul_le_mul_of_nonneg_left
            ((fidelity_pure _ _).trans_le (product_overlap_le ψ (ha k) (hb k))) (hp k)
      _ = topWeight ψ := by rw [← Finset.sum_mul, hp1, one_mul]

omit [DecidableEq m] in
private lemma separable_trace {ρ : Matrix (m × n) (m × n) ℂ} (h : IsSeparable ρ) :
    ρ.trace = 1 := by
  obtain ⟨N, p, a, b, -, hp1, ha, hb, rfl⟩ := h
  have e : ∀ k, (pureState (productVector (a k) (b k))).trace = 1 := by
    intro k
    calc _ = (star (a k) ⬝ᵥ a k) * (star (b k) ⬝ᵥ b k) := by
          simp only [pureState, Matrix.trace, Matrix.diag_apply, vecMulVec_apply, dotProduct,
            Fintype.sum_prod_type, Finset.sum_mul_sum, productVector, Pi.star_apply, star_mul']
          exact Finset.sum_congr rfl fun i _ => Finset.sum_congr rfl fun j _ => by ring
      _ = 1 := by rw [ha, hb, one_mul]
  simp only [Matrix.trace_sum, Matrix.trace_smul, e, smul_eq_mul, mul_one]
  rw [← Complex.ofReal_sum, hp1, Complex.ofReal_one]

/-- The operator `α 1 - |ψ⟩⟨ψ|` has nonnegative expectation in every separable state exactly
when `α` is at least the top Schmidt weight of `ψ`. -/
theorem projector_witness_iff [DecidableEq n] [Nonempty m] [Nonempty n]
    (ψ : m × n → ℂ) (α : ℝ) :
    (∀ ρ, IsSeparable ρ → 0 ≤ ((((α : ℂ) • 1 - pureState ψ) * ρ).trace).re) ↔
      topWeight ψ ≤ α := by
  have e : ∀ ρ, IsSeparable ρ →
      ((((α : ℂ) • 1 - pureState ψ) * ρ).trace).re = α - fidelity ψ ρ := by
    intro ρ h
    rw [sub_mul, Matrix.smul_mul, one_mul, Matrix.trace_sub, Matrix.trace_smul,
      separable_trace h, trace_pure_mul, smul_eq_mul, mul_one, Complex.sub_re,
      Complex.ofReal_re, fidelity]
  constructor
  · intro h
    obtain ⟨ρ, hρ, hx⟩ := (max_separable_fidelity ψ).1
    have := h ρ hρ
    rw [e ρ hρ] at this
    linarith
  · intro h ρ hρ
    have := (max_separable_fidelity ψ).2 ⟨ρ, hρ, rfl⟩
    rw [e ρ hρ]
    linarith

/-- If a unit vector has top Schmidt weight below one, its projector is not separable. -/
theorem entangled_of_topWeight_lt_one [Nonempty m] [Nonempty n] {ψ : m × n → ℂ}
    (hψ : star ψ ⬝ᵥ ψ = 1) (h : topWeight ψ < 1) : ¬ IsSeparable (pureState ψ) := by
  intro hs
  have hle := (max_separable_fidelity ψ).2 ⟨pureState ψ, hs, rfl⟩
  rw [fidelity_pure, hψ, norm_one, one_pow] at hle
  exact not_lt_of_ge hle h

end

end OptimalProjectorWitness
```

```lean
#print axioms OptimalProjectorWitness.topWeight_isGreatest_eigenvalue
#print axioms OptimalProjectorWitness.max_separable_fidelity
#print axioms OptimalProjectorWitness.entangled_of_topWeight_lt_one
```

```
'OptimalProjectorWitness.topWeight_isGreatest_eigenvalue' depends on axioms: [propext, Classical.choice, Quot.sound]
'OptimalProjectorWitness.max_separable_fidelity' depends on axioms: [propext, Classical.choice, Quot.sound]
'OptimalProjectorWitness.entangled_of_topWeight_lt_one' depends on axioms: [propext, Classical.choice, Quot.sound]
```

## How the proof follows the calculation

- **Upper bound.** `overlap_product` rewrites the overlap as the pairing of $C^*a$ with $b$. `cauchy` bounds it, `norm_image` identifies $\|C^*a\|^2$ with $\langle a,CC^*a\rangle$, and `rayleigh_le` carries out the eigenbasis expansion, comparing the sums term by term. `product_overlap_le` joins these steps.
- **Attainment.** `exists_top` supplies the eigenvector. `exists_optimal` splits into $\Lambda=0$, where it takes a basis vector for $b$, and $\Lambda>0$, where it takes the conjugate of $w$ divided by $\sqrt\Lambda$.
- **Mixtures.** `max_separable_fidelity` uses the optimal product as a mixture with one term. For the bound, it writes the expectation as a trace through `trace_pure_mul`, expands by linearity, and averages the product bounds with the weights $p_k$.
- **Witness.** `projector_witness_iff` uses `separable_trace` to reduce the expectation to $\alpha$ minus the fidelity. The attaining state gives one direction and the upper bound the other. For the last theorem, a separable projector onto a unit $\psi$ would have fidelity $1\le\Lambda$, contradicting $\Lambda<1$.
